# The electron-loop coefficient in the muon's $(g-2)/2$ is $\tfrac13\ln(m_\mu/m_e)-\tfrac{25}{36}$ with an error of order $m_e/m_\mu$

The virtual photon that gives the muon its leading anomalous magnetic moment can briefly become an electron–positron pair. This adds to the anomaly $(g-2)/2$ a term of order $(\alpha/\pi)^2$, where $\alpha$ is the fine-structure constant, and the title gives its coefficient. Let $m=m_e$, let $Q^2$ be the photon's spacelike momentum squared, and put $t=Q^2/m^2$. At the midpoint $y=\tfrac12$ of the pair's Feynman parameter, the loop supplies the logarithm

$$\ln(1+t/4)=\ln t-\ln 4+\ln(1+4/t).$$

For large $t$ the last term tends to zero, leaving $\ln t$ and a constant. Integrated over $y$ with the weight $2y(1-y)$, such constants give $-5/9$. The muon vertex then integrates over a parameter $x$ on which $t$ depends, and the $x$-dependence of $\ln t$ together with the $-5/9$ produces $-25/36$.

```lean
import Mathlib

open Real Set MeasureTheory Filter Topology

namespace MuonAnomalyElectronLoop

noncomputable section
```

## The loop and its weight in the anomaly

In units of $\alpha/\pi$, with the charge renormalized at $Q^2=0$, the one-loop vacuum polarization is

$$\Pi(t)=\int_0^1 2y(1-y)\ln\bigl(1+y(1-y)t\bigr)\,dy .$$

In Lean, $\Pi$ is `vacPol`, a real function used at $t\ge0$.

```lean
/-- One-loop vacuum polarization, in units of `α/π`, at spacelike momentum `Q² = t m²`
for a loop fermion of mass `m`; the domain is `t ≥ 0`. -/
def vacPol (t : ℝ) : ℝ :=
  ∫ y in (0:ℝ)..1, 2 * y * (1 - y) * log (1 + y * (1 - y) * t)
```

Let $M=m_\mu$ and $r=(M/m)^2$. The vertex probes the photon at $Q^2=M^2x^2/(1-x)$ with weight $1-x$, so the loop adds $(\alpha/\pi)^2A(r)$ to the anomaly $(g-2)/2$, where

$$A(r)=\int_0^1(1-x)\,\Pi\!\left(\frac{r x^2}{1-x}\right)dx .$$

This is `loopCoeff r`. Both integral formulas enter as definitions; their derivation from the Feynman diagrams is the step from QED that the theorems take as given.

```lean
/-- Coefficient of `(α/π)²` in the lepton anomaly from a vacuum polarization loop, where `r ≥ 0`
is the squared ratio of the external mass to the loop mass. The integrand is meant for `x < 1`. -/
def loopCoeff (r : ℝ) : ℝ :=
  ∫ x in (0:ℝ)..1, (1 - x) * vacPol (r * x ^ 2 / (1 - x))
```

## Logarithmic moments

The constants $-5/9$ and $-25/36$ below come from

$$\int_0^1x^n\ln x\,dx=-\frac1{(n+1)^2},\qquad n=0,1,2.$$

The lemma combines these into a quadratic polynomial times $\ln x+k$. It differentiates an explicit primitive, which stays continuous at $0$ because $x\ln x\to0$.

```lean
/-- A quadratic polynomial times a shifted logarithm is integrable on the unit interval,
with the stated integral. -/
theorem log_moment (a b c k : ℝ) :
    IntervalIntegrable (fun x : ℝ => (a + b * x + c * x ^ 2) * (log x + k)) volume 0 1 ∧
    ∫ x in (0:ℝ)..1, (a + b * x + c * x ^ 2) * (log x + k)
      = k * (a + b / 2 + c / 3) - (a + b / 4 + c / 9) := by
  have hk : IntervalIntegrable (fun _ : ℝ => k) volume 0 1 :=
    continuous_const.intervalIntegrable 0 1
  have hi : IntervalIntegrable (fun x : ℝ => (a + b * x + c * x ^ 2) * (log x + k))
      volume 0 1 :=
    (intervalIntegral.intervalIntegrable_log'.add hk).continuousOn_mul
      (by fun_prop : ContinuousOn (fun x : ℝ => a + b * x + c * x ^ 2) _)
  refine ⟨hi, ?_⟩
  -- an explicit primitive, continuous up to the endpoint 0
  have hc : ContinuousOn (fun x : ℝ => (a + b / 2 * x + c / 3 * x ^ 2) * (x * log x)
      + ((k - 1) * a * x + (k / 2 - 1 / 4) * b * x ^ 2 + (k / 3 - 1 / 9) * c * x ^ 3))
      (Icc 0 1) :=
    (((by fun_prop : Continuous fun x : ℝ => a + b / 2 * x + c / 3 * x ^ 2).mul
      Real.continuous_mul_log).add (by fun_prop)).continuousOn
  rw [intervalIntegral.integral_eq_sub_of_hasDerivAt_of_le zero_le_one hc ?_ hi]
  · rw [log_one]
    ring
  · intro x hx
    have h1 := (((hasDerivAt_id' x).const_mul (b / 2)).const_add a).fun_add
      ((hasDerivAt_pow 2 x).const_mul (c / 3))
    have h2 := (((hasDerivAt_id' x).const_mul ((k - 1) * a)).fun_add
      ((hasDerivAt_pow 2 x).const_mul ((k / 2 - 1 / 4) * b))).fun_add
      ((hasDerivAt_pow 3 x).const_mul ((k / 3 - 1 / 9) * c))
    exact ((h1.fun_mul (Real.hasDerivAt_mul_log hx.1.ne')).fun_add h2).congr_deriv
      (by push_cast; ring)
```

The substitution $x\mapsto1-x$ gives the same values for the integrals of $(1-x)^n\ln(1-x)$, and the two kinds of integral add.

```lean
/-- A quadratic polynomial in `x` times `ln x + k`, plus a quadratic polynomial in `1 - x` times
`ln(1 - x) + k'`, is integrable on the unit interval, with the stated integral. -/
theorem log_moment_two_sided (a b c k a' b' c' k' : ℝ) :
    IntervalIntegrable (fun x : ℝ => (a + b * x + c * x ^ 2) * (log x + k)
      + (a' + b' * (1 - x) + c' * (1 - x) ^ 2) * (log (1 - x) + k')) volume 0 1 ∧
    ∫ x in (0:ℝ)..1, ((a + b * x + c * x ^ 2) * (log x + k)
      + (a' + b' * (1 - x) + c' * (1 - x) ^ 2) * (log (1 - x) + k'))
      = (k * (a + b / 2 + c / 3) - (a + b / 4 + c / 9))
        + (k' * (a' + b' / 2 + c' / 3) - (a' + b' / 4 + c' / 9)) := by
  have h1 := log_moment a b c k
  have h2 := ((log_moment a' b' c' k').1.comp_sub_left 1).symm
  simp only [sub_self, sub_zero] at h2
  refine ⟨h1.1.add h2, ?_⟩
  rw [intervalIntegral.integral_add h1.1 h2, h1.2, intervalIntegral.integral_comp_sub_left
    (fun u : ℝ => (a' + b' * u + c' * u ^ 2) * (log u + k')) 1]
  simp only [sub_self, sub_zero]
  rw [(log_moment a' b' c' k').2]
```

## The polarization at large momentum

Write $w=y(1-y)$. Dropping the 1 in $\ln(1+wt)$ leaves the gap $\ln(1+1/(wt))\ge0$. For $0<w\le1$, concavity of the logarithm between $1$ and $1+1/(wt)$ gives

$$w\ln\!\left(1+\frac1{wt}\right)+(1-w)\ln1\le\ln\!\left(1+\frac1t\right).$$

The weight $w$ thus yields a bound that is uniform in $y$.

```lean
/-- For `0 < w ≤ 1` and `t > 0`, replacing `ln(1 + wt)` by `ln(wt)` costs, after weighting
with `w`, between zero and `ln(1 + 1/t)`. -/
theorem log_gap {w t : ℝ} (hw : 0 < w) (hw1 : w ≤ 1) (ht : 0 < t) :
    0 ≤ w * (log (1 + w * t) - log (w * t)) ∧
    w * (log (1 + w * t) - log (w * t)) ≤ log (1 + 1 / t) := by
  have hwt := mul_pos hw ht
  constructor
  · exact mul_nonneg hw.le (sub_nonneg.2 (log_le_log hwt (by linarith)))
  · -- concavity of the logarithm between 1 and 1 + 1/(wt)
    have hp : 1 + 1 / (w * t) ∈ Ioi (0:ℝ) := by
      rw [mem_Ioi]
      positivity
    have h := strictConcaveOn_log_Ioi.concaveOn.2 hp (mem_Ioi.2 one_pos) hw.le
      (sub_nonneg.2 hw1) (by ring)
    have e1 : w * (1 + 1 / (w * t)) + (1 - w) * 1 = 1 + 1 / t := by
      field_simp <;> ring
    have e2 : log (1 + w * t) - log (w * t) = log (1 + 1 / (w * t)) := by
      rw [← log_div (by positivity) hwt.ne']
      congr 1
      field_simp
      ring
    simp only [smul_eq_mul, log_one, mul_zero, add_zero] at h
    rwa [e1, ← e2] at h
```

The leading part integrates to

$$\int_0^1 2y(1-y)\,[\ln t+\ln y+\ln(1-y)]\,dy=\frac{\ln t}{3}+4\left(-\frac14+\frac19\right)=\frac{\ln t}{3}-\frac59 .$$

Integrating twice the gap inequality then gives, for every $t>0$,

$$0\le\Pi(t)-\left(\frac{\ln t}{3}-\frac59\right)\le2\ln\!\left(1+\frac1t\right).$$

In the proof, `log_moment_two_sided` evaluates the leading part, and monotonicity of the integral carries over the pointwise bounds.

```lean
/-- For `t > 0` the vacuum polarization is `(1/3) ln t - 5/9`, up to an excess between
zero and `2 ln(1 + 1/t)`. -/
theorem vacPol_bounds {t : ℝ} (ht : 0 < t) :
    log t / 3 - 5 / 9 ≤ vacPol t ∧
    vacPol t ≤ log t / 3 - 5 / 9 + 2 * log (1 + 1 / t) := by
  have h := log_moment_two_sided 0 2 (-2) (log t) 0 2 (-2) 0
  have e : (fun y : ℝ => (0 + 2 * y + (-2) * y ^ 2) * (log y + log t)
      + (0 + 2 * (1 - y) + (-2) * (1 - y) ^ 2) * (log (1 - y) + 0))
      = fun y => 2 * y * (1 - y) * (log t + log y + log (1 - y)) := by
    funext y
    ring
  rw [e] at h
  obtain ⟨hi, hv⟩ := h
  have hc : IntervalIntegrable (fun y : ℝ => 2 * y * (1 - y) * log (1 + y * (1 - y) * t))
      volume 0 1 := by
    apply ContinuousOn.intervalIntegrable_of_Icc zero_le_one
    refine ContinuousOn.mul (by fun_prop) (ContinuousOn.log (by fun_prop) fun y hy => ?_)
    have := mul_nonneg (mul_nonneg hy.1 (sub_nonneg.2 hy.2)) ht.le
    exact (by linarith : 0 < 1 + y * (1 - y) * t).ne'
  have hp : ∀ y ∈ Ioo (0:ℝ) 1,
      0 ≤ y * (1 - y) * (log (1 + y * (1 - y) * t) - (log y + log (1 - y) + log t)) ∧
      y * (1 - y) * (log (1 + y * (1 - y) * t) - (log y + log (1 - y) + log t))
        ≤ log (1 + 1 / t) := by
    intro y hy
    have h1 : 0 < 1 - y := sub_pos.2 hy.2
    have hg := log_gap (mul_pos hy.1 h1) (by nlinarith [hy.1, hy.2]) ht
    rwa [log_mul (mul_pos hy.1 h1).ne' ht.ne', log_mul hy.1.ne' h1.ne'] at hg
  have hk : IntervalIntegrable (fun _ : ℝ => 2 * log (1 + 1 / t)) volume 0 1 :=
    continuous_const.intervalIntegrable 0 1
  constructor
  · have hm := intervalIntegral.integral_mono_on_of_le_Ioo zero_le_one hi hc
      (fun y hy => by linarith [(hp y hy).1])
    rw [hv] at hm
    unfold vacPol
    linarith
  · have hm := intervalIntegral.integral_mono_on_of_le_Ioo zero_le_one hc (hi.add hk)
      (fun y hy => by
        show 2 * y * (1 - y) * log (1 + y * (1 - y) * t)
          ≤ 2 * y * (1 - y) * (log t + log y + log (1 - y)) + 2 * log (1 + 1 / t)
        linarith [(hp y hy).2])
    have hs := intervalIntegral.integral_add hi hk
    rw [hv, intervalIntegral.integral_const, smul_eq_mul] at hs
    unfold vacPol
    exact hm.trans (hs.le.trans (by linarith))
```

The outer integral also needs $\Pi$ to be measurable. This holds because its integrand is jointly measurable in $t$ and $y$.

```lean
/-- The vacuum polarization is a measurable function of the momentum. -/
theorem vacPol_measurable : Measurable vacPol := by
  have h : StronglyMeasurable (Function.uncurry fun t y : ℝ =>
      2 * y * (1 - y) * log (1 + y * (1 - y) * t)) := by
    apply Measurable.stronglyMeasurable
    unfold Function.uncurry
    fun_prop
  have e : vacPol = fun t => ∫ y in Ioc (0:ℝ) 1,
      2 * y * (1 - y) * log (1 + y * (1 - y) * t) := by
    funext t
    exact intervalIntegral.integral_of_le zero_le_one
  rw [e]
  exact h.integral_prod_right.measurable
```

## Integrating over the muon vertex

Set $s=1/\sqrt r=m/M$. The error at small $x$ is controlled by

$$\int_0^1\ln\!\left(1+\frac{s^2}{x^2}\right)dx=\ln(1+s^2)+2s\arctan\frac1s\le(2+\pi)s,$$

where $\ln(1+s^2)\le2\ln(1+s)\le2s$ and $\arctan(1/s)\le\pi/2$. The primitive is $x\ln(x^2+s^2)-2x\ln x+2s\arctan(x/s)$.

```lean
/-- For `s > 0` the function `ln(1 + s²/x²)`, written as a difference of logarithms, is
integrable on the unit interval, with integral at most `(π + 2) s`. -/
theorem tail_bound {s : ℝ} (hs : 0 < s) :
    IntervalIntegrable (fun x : ℝ => log (x ^ 2 + s ^ 2) - 2 * log x) volume 0 1 ∧
    ∫ x in (0:ℝ)..1, (log (x ^ 2 + s ^ 2) - 2 * log x) ≤ (π + 2) * s := by
  have hne : ∀ x : ℝ, x ^ 2 + s ^ 2 ≠ 0 := fun x => by positivity
  have hl : Continuous fun x : ℝ => log (x ^ 2 + s ^ 2) :=
    Continuous.log (by fun_prop) hne
  have hi : IntervalIntegrable (fun x : ℝ => log (x ^ 2 + s ^ 2) - 2 * log x) volume 0 1 :=
    (hl.intervalIntegrable 0 1).sub (intervalIntegral.intervalIntegrable_log'.const_mul 2)
  refine ⟨hi, ?_⟩
  have hc : ContinuousOn (fun x : ℝ => x * log (x ^ 2 + s ^ 2) - 2 * (x * log x)
      + 2 * s * arctan (x / s)) (Icc 0 1) :=
    (((continuous_id.mul hl).sub (continuous_const.mul Real.continuous_mul_log)).add
      (continuous_const.mul
        (Real.continuous_arctan.comp (continuous_id.div_const s)))).continuousOn
  rw [intervalIntegral.integral_eq_sub_of_hasDerivAt_of_le zero_le_one hc ?_ hi]
  · have h1 : log (1 ^ 2 + s ^ 2) ≤ 2 * s := by
      have h2 : log (1 ^ 2 + s ^ 2) ≤ log ((1 + s) ^ 2) :=
        log_le_log (by positivity) (by nlinarith)
      have h3 := Real.log_le_sub_one_of_pos (by linarith : 0 < 1 + s)
      rw [log_pow] at h2
      push_cast at h2
      linarith
    have h5 : ∀ z : ℝ, 2 * arctan z ≤ π := fun z => by
      linarith [arctan_lt_pi_div_two z]
    have h4 := mul_le_mul_of_nonneg_left (h5 (1 / s)) hs.le
    rw [log_one, zero_div, arctan_zero]
    simp only [zero_mul, mul_zero, sub_zero, add_zero, one_mul]
    generalize arctan (1 / s) = A at h4 ⊢
    linarith
  · intro x hx
    have h1 := ((hasDerivAt_pow 2 x).add_const (s ^ 2)).log (hne x)
    have h2 := ((hasDerivAt_id' x).div_const s).arctan
    have he : 1 / (1 + (x / s) ^ 2) * (1 / s) = s / (x ^ 2 + s ^ 2) := by
      have : 1 + (x / s) ^ 2 = (x ^ 2 + s ^ 2) / s ^ 2 := by
        field_simp
        ring
      rw [this]
      field_simp
    have hq : x * (2 * x / (x ^ 2 + s ^ 2)) + 2 * s * (s / (x ^ 2 + s ^ 2)) = 2 := by
      field_simp [hne x]
    refine ((((hasDerivAt_id' x).fun_mul h1).fun_sub
      ((Real.hasDerivAt_mul_log hx.1.ne').const_mul 2)).fun_add
      (h2.const_mul (2 * s))).congr_deriv ?_
    push_cast
    linear_combination hq + 2 * s * he
```

With $t=rx^2/(1-x)$, the leading part of $A(r)$ is

$$\int_0^1(1-x)\left[\frac{\ln r+2\ln x-\ln(1-x)}3-\frac59\right]dx .$$

Since $\int_0^1(1-x)\ln x\,dx=-\tfrac34$ and $\int_0^1(1-x)\ln(1-x)\,dx=-\tfrac14$, it equals

$$\frac{\ln r}{6}+\frac13\left(-\frac32+\frac14\right)-\frac5{18}=\frac{\ln r}{6}-\frac{25}{36}.$$

The excess is non-negative and at most

$$2(1-x)\ln\!\left(1+\frac{(1-x)s^2}{x^2}\right)\le2\ln\!\left(1+\frac{s^2}{x^2}\right),$$

so its integral is at most $2(\pi+2)/\sqrt r$.

In the proof, `hb` holds these pointwise bounds. Lean assigns the value zero to the integral of a non-integrable function, so `hf` first establishes integrability from measurability and a dominating function. The bounds are then integrated. They hold for every $r>0$ but are informative only when $r$ is large.

```lean
/-- For every `r > 0` the loop coefficient is `(1/6) ln r - 25/36`, up to an excess between
zero and `2(π + 2)/√r`. -/
theorem loopCoeff_bounds {r : ℝ} (hr : 0 < r) :
    log r / 6 - 25 / 36 ≤ loopCoeff r ∧
    loopCoeff r ≤ log r / 6 - 25 / 36 + 2 * (π + 2) / √r := by
  have hsr : 0 < √r := Real.sqrt_pos.2 hr
  obtain ⟨s, hsdef⟩ : ∃ s, s = 1 / √r := ⟨_, rfl⟩
  have hs : 0 < s := by rw [hsdef]; positivity
  have hs2 : s ^ 2 = 1 / r := by rw [hsdef, div_pow, one_pow, Real.sq_sqrt hr.le]
  -- the leading part of the integrand and its integral
  have h := log_moment_two_sided (2 / 3) (-2 / 3) 0 (log r / 2 - 5 / 6) 0 (-1 / 3) 0 0
  have e : (fun x : ℝ => (2 / 3 + -2 / 3 * x + 0 * x ^ 2) * (log x + (log r / 2 - 5 / 6))
      + (0 + -1 / 3 * (1 - x) + 0 * (1 - x) ^ 2) * (log (1 - x) + 0))
      = fun x => (1 - x) * ((log r + 2 * log x - log (1 - x)) / 3 - 5 / 9) := by
    funext x
    ring
  rw [e] at h
  obtain ⟨hL, hLv⟩ := h
  obtain ⟨hR, hRv⟩ := tail_bound hs
  have hb : ∀ x ∈ Ioo (0:ℝ) 1,
      (1 - x) * ((log r + 2 * log x - log (1 - x)) / 3 - 5 / 9)
        ≤ (1 - x) * vacPol (r * x ^ 2 / (1 - x)) ∧
      (1 - x) * vacPol (r * x ^ 2 / (1 - x))
        ≤ (1 - x) * ((log r + 2 * log x - log (1 - x)) / 3 - 5 / 9)
          + 2 * (log (x ^ 2 + s ^ 2) - 2 * log x) := by
    intro x hx
    have hx0 : 0 < x := hx.1
    have h1 : 0 < 1 - x := sub_pos.2 hx.2
    have ht : 0 < r * x ^ 2 / (1 - x) := by positivity
    have hv := vacPol_bounds ht
    have hlt : log (r * x ^ 2 / (1 - x)) = log r + 2 * log x - log (1 - x) := by
      rw [log_div (by positivity) h1.ne', log_mul hr.ne' (by positivity), log_pow]
      push_cast
      ring
    have hgap : log (1 + 1 / (r * x ^ 2 / (1 - x))) ≤ log (x ^ 2 + s ^ 2) - 2 * log x := by
      have e1 : log (x ^ 2 + s ^ 2) - 2 * log x = log ((x ^ 2 + s ^ 2) / x ^ 2) := by
        rw [log_div (by positivity) (by positivity), log_pow]
        push_cast
        ring
      have e2 : 1 + 1 / (r * x ^ 2 / (1 - x)) = 1 + (1 - x) * (s ^ 2 / x ^ 2) := by
        rw [hs2]
        field_simp
      have e3 : (x ^ 2 + s ^ 2) / x ^ 2 = 1 + s ^ 2 / x ^ 2 := by
        rw [add_div, div_self (by positivity)]
      have hq : 0 ≤ x * (s ^ 2 / x ^ 2) := by positivity
      rw [e1]
      apply log_le_log (by positivity)
      rw [e2, e3]
      linarith
    have hpos : 0 ≤ log (1 + 1 / (r * x ^ 2 / (1 - x))) :=
      log_nonneg (by linarith [one_div_pos.2 ht])
    rw [hlt] at hv
    have hlo := mul_le_mul_of_nonneg_left hv.1 h1.le
    have hup := mul_le_mul_of_nonneg_left hv.2 h1.le
    have hx' := mul_nonneg hx0.le hpos
    exact ⟨hlo, by linarith⟩
  -- measurability and the two bounds make the full integrand integrable
  have hf : IntervalIntegrable (fun x : ℝ => (1 - x) * vacPol (r * x ^ 2 / (1 - x)))
      volume 0 1 := by
    have hg := (intervalIntegrable_iff_integrableOn_Ioo_of_le zero_le_one).1
      (hL.norm.add (hR.const_mul 2))
    have hm : Measurable fun x : ℝ => (1 - x) * vacPol (r * x ^ 2 / (1 - x)) :=
      (by fun_prop : Measurable fun x : ℝ => 1 - x).mul
        (vacPol_measurable.comp (by fun_prop))
    refine (intervalIntegrable_iff_integrableOn_Ioo_of_le zero_le_one).2
      (Integrable.mono' hg hm.aestronglyMeasurable
        (ae_restrict_of_forall_mem measurableSet_Ioo fun x hx => ?_))
    have hbx := hb x hx
    simp only [Real.norm_eq_abs]
    rw [abs_le]
    constructor <;> linarith [hbx.1, hbx.2,
      neg_abs_le ((1 - x) * ((log r + 2 * log x - log (1 - x)) / 3 - 5 / 9)),
      le_abs_self ((1 - x) * ((log r + 2 * log x - log (1 - x)) / 3 - 5 / 9))]
  constructor
  · have hm := intervalIntegral.integral_mono_on_of_le_Ioo zero_le_one hL hf
      (fun x hx => (hb x hx).1)
    rw [hLv] at hm
    unfold loopCoeff
    linarith
  · have hm := intervalIntegral.integral_mono_on_of_le_Ioo zero_le_one hf
      (hL.add (hR.const_mul 2)) (fun x hx => (hb x hx).2)
    have ha := intervalIntegral.integral_add hL (hR.const_mul 2)
    rw [hLv, intervalIntegral.integral_const_mul] at ha
    have e4 : 2 * (π + 2) / √r = 2 * ((π + 2) * s) := by
      rw [hsdef]
      ring
    rw [e4]
    unfold loopCoeff
    exact hm.trans (ha.le.trans (by linarith))
```

## The heavy-muon limit

Both bounds on $A(r)-\tfrac16\ln r$ tend to $-25/36$ as $r\to\infty$, and squeezing gives the limit. `Tendsto … atTop (𝓝 (-25 / 36))` is Lean's form of that statement.

```lean
/-- As the squared mass ratio `r` grows without bound, the loop coefficient minus
`(1/6) ln r` tends to `-25/36`. -/
theorem loopCoeff_limit :
    Tendsto (fun r => loopCoeff r - log r / 6) atTop (𝓝 (-25 / 36)) := by
  have h0 : Tendsto (fun r : ℝ => 2 * (π + 2) / √r) atTop (𝓝 0) :=
    tendsto_const_nhds.div_atTop Real.tendsto_sqrt_atTop
  have h1 : Tendsto (fun r : ℝ => -25 / 36 + 2 * (π + 2) / √r) atTop (𝓝 (-25 / 36)) := by
    simpa only [add_zero] using h0.const_add (-25 / 36)
  refine tendsto_of_tendsto_of_tendsto_of_le_of_le' tendsto_const_nhds h1 ?_ ?_
  · filter_upwards [eventually_gt_atTop 0] with r hr
    linarith [(loopCoeff_bounds hr).1]
  · filter_upwards [eventually_gt_atTop 0] with r hr
    linarith [(loopCoeff_bounds hr).2]
```

For $r=(M/m)^2$ we have $\tfrac16\ln r=\tfrac13\ln(M/m)$ and $1/\sqrt r=m/M$. Therefore

$$\left|A\!\left(\frac{M^2}{m^2}\right)-\left(\frac13\ln\frac Mm-\frac{25}{36}\right)\right|\le2(\pi+2)\frac mM .$$

The only hypotheses are $M>0$ and $m>0$. In quantum electrodynamics this fixes how the muon anomaly depends on the electron mass at order $(\alpha/\pi)^2$, for a single electron loop in the photon line and up to the stated error.

```lean
/-- For a muon of mass `M > 0` and an electron of mass `m > 0`, the electron loop coefficient
differs from `(1/3) ln(M/m) - 25/36` by at most `2(π + 2) m/M`. -/
theorem electron_loop_in_muon {M m : ℝ} (hM : 0 < M) (hm : 0 < m) :
    |loopCoeff ((M / m) ^ 2) - (log (M / m) / 3 - 25 / 36)| ≤ 2 * (π + 2) * (m / M) := by
  have hρ : 0 < M / m := div_pos hM hm
  have h := loopCoeff_bounds (pow_pos hρ 2)
  have e : 2 * (π + 2) / (M / m) = 2 * (π + 2) * (m / M) := by
    rw [div_eq_mul_inv, inv_div]
  rw [Real.sqrt_sq hρ.le, log_pow, e] at h
  push_cast at h
  rw [abs_le]
  constructor <;> linarith [h.1, h.2]

end

end MuonAnomalyElectronLoop
```

```lean
#print axioms MuonAnomalyElectronLoop.loopCoeff_limit
#print axioms MuonAnomalyElectronLoop.electron_loop_in_muon
```

```
'MuonAnomalyElectronLoop.loopCoeff_limit' depends on axioms: [propext, Classical.choice, Quot.sound]
'MuonAnomalyElectronLoop.electron_loop_in_muon' depends on axioms: [propext, Classical.choice, Quot.sound]
```
